# Unequal masses bend the steepest-descent path from (1,1) in an isotropic harmonic well

**Definitions and conventions.** A configuration is a list of real coordinates \(x_i\), with the label \(i\) running over a finite set, `ι` in the code. The potential is half the sum of squares,

\[
V(x) = \tfrac12 \sum_i x_i^2 ,
\]

so every force constant is one and the minimum is at the origin. Each coordinate has a mass \(m_i\). A steepest-descent path is a differentiable curve \(r(t)\), defined for all real \(t\), that obeys

\[
m_i\, r_i'(t) = -\partial_i V(r(t)) \quad\text{for every } i .
\]

For positive masses this is \(r' = -M^{-1}\nabla V\) with \(M\) the diagonal mass matrix. It is steepest descent when lengths are measured by \(ds^2 = \sum_i m_i\,dx_i^2\), the metric of mass-weighted coordinates; unit masses give the ordinary Cartesian metric. The parameter \(t\) labels points along the path. It is called time below, and \(r'\) velocity, but it is not physical time: if \(m_i\) is a mass, \(x_i\) a length and \(V\) an energy, the equation gives \(t\) the dimension of time squared.

An intrinsic reaction coordinate is a path of this kind in mass-weighted coordinates that leaves a saddle point. Here the well has no saddle point, and the path starts from a prescribed point \(a\).

```lean
import Mathlib

open Finset

namespace ReactionPathMetric

noncomputable section

variable {ι : Type*} [Fintype ι]
```

The potential is written as follows.

```lean
/-- The isotropic harmonic potential: half the sum of the squared coordinates. -/
def isotropicWell (x : ι → ℝ) : ℝ := (1 / 2) * ∑ i, x i ^ 2
```

We also name a family of curves, labelled by masses \(m\) and a point \(a\), for use from part (c) on.

```lean
/-- The curve whose `i`-th coordinate is `a i * exp (-t / m i)`, for nonzero masses `m i`. -/
def relaxation (m a : ι → ℝ) (t : ℝ) (i : ι) : ℝ := a i * Real.exp (-t / m i)
```

## (a) The differential of the well

**Task.** Show that \(V\) is differentiable at every \(x\), with

\[
dV_x = \sum_j x_j\,dx_j .
\]

**Solution.** The coordinate \(x_j\) is a linear function of the configuration, with differential \(dx_j\). By the chain rule, \(d(x_j^2) = 2x_j\,dx_j\). Adding these and multiplying by one half gives

\[
dV_x = \tfrac12\sum_j 2x_j\,dx_j = \sum_j x_j\,dx_j .
\]

```lean
/-- The differential of the isotropic well at `x` is the linear form with coefficients `x j`. -/
theorem hasFDerivAt_isotropicWell (x : ι → ℝ) :
    HasFDerivAt isotropicWell
      (∑ j, x j • (ContinuousLinearMap.proj j : (ι → ℝ) →L[ℝ] ℝ)) x := by
  have h : ∀ j ∈ (univ : Finset ι), HasFDerivAt (fun y : ι → ℝ => y j ^ 2)
      ((2 * x j) • (ContinuousLinearMap.proj j : (ι → ℝ) →L[ℝ] ℝ)) x := by
    intro j _
    have h1 := (hasDerivAt_pow 2 (x j)).comp_hasFDerivAt x
      (ContinuousLinearMap.proj j : (ι → ℝ) →L[ℝ] ℝ).hasFDerivAt
    refine h1.congr_fderiv ?_
    simp
  have h2 := (HasFDerivAt.fun_sum h).const_mul (1 / 2 : ℝ)
  refine h2.congr_fderiv ?_
  rw [Finset.smul_sum]
  refine Finset.sum_congr rfl fun j _ => ?_
  have e : (1 / 2 : ℝ) * (2 * x j) = x j := by ring
  rw [smul_smul, e]
```

`HasFDerivAt` says that the given linear form is the Fréchet derivative, that is, the total differential at `x`. The form \(dx_j\) appears as `ContinuousLinearMap.proj j`, the map that reads off coordinate \(j\). In the proof, `h` is the chain rule for one square and `h2` is the sum with its factor one half. The remaining lines cancel that factor against the 2.

## The equation of motion in Lean

The definition of a descent path takes the potential `V` as an argument. It is meant for positive masses and differentiable `V`; Mathlib sets `fderiv` to zero where a function has no derivative.

```lean
variable [DecidableEq ι]

/-- For positive masses `m` and a differentiable potential `V`, this says that `r` is a
steepest-descent path: at every time the curve has a velocity `v`, and mass times velocity equals
minus the gradient of `V` in each coordinate. -/
def IsDescentPath (m : ι → ℝ) (V : (ι → ℝ) → ℝ) (r : ℝ → ι → ℝ) : Prop :=
  ∀ t, ∃ v : ι → ℝ, HasDerivAt r v t ∧
    ∀ i, m i * v i = -fderiv ℝ V (r t) (Pi.single i 1)
```

The vector `v` is the velocity \(r'(t)\), and `Pi.single i 1` is the unit vector along coordinate \(i\). Applying the differential to that vector gives \(\partial_i V\). The masses multiply the velocity, so the equation is stated without a division. They are also the only place where the metric enters.

## (b) The partial derivatives

**Task.** Deduce from (a) that

\[
\partial_i V(x) = x_i .
\]

**Solution.** Apply \(dV_x\) to the unit vector \(e_i\), whose \(j\)-th component is \(\delta_{ji}\):

\[
\partial_i V(x) = dV_x(e_i) = \sum_j x_j\,\delta_{ji} = x_i .
\]

```lean
/-- The partial derivative of the isotropic well along coordinate `i` is that coordinate. -/
theorem partial_isotropicWell (x : ι → ℝ) (i : ι) :
    fderiv ℝ isotropicWell x (Pi.single i 1) = x i := by
  rw [(hasFDerivAt_isotropicWell x).fderiv]
  simp [_root_.sum_apply, Pi.single_apply]
```

The `rw` step inserts the differential from (a), and `simp` evaluates the sum over the Kronecker delta.

## (c) All descent paths in the well

**Task.** Let all masses be positive. Show that a curve \(r\) is a descent path with \(r(0)=a\) if and only if

\[
r_i(t) = a_i\,e^{-t/m_i}\quad\text{for all } t \text{ and } i .
\]

**Solution.** By (b), the equation of motion is \(m_i r_i' = -r_i\), so \(r_i' = -r_i/m_i\). Suppose that \(r\) satisfies it and starts at \(a\). Put \(g_i(t) = r_i(t)\,e^{t/m_i}\). Then

\[
g_i'(t) = r_i'(t)\,e^{t/m_i} + \frac{r_i(t)}{m_i}\,e^{t/m_i}
= \left(-\frac{r_i(t)}{m_i}+\frac{r_i(t)}{m_i}\right)e^{t/m_i} = 0 .
\]

Hence \(g_i\) is constant, and \(g_i(t) = g_i(0) = a_i\). Multiplying by \(e^{-t/m_i}\) gives the formula.

Conversely, differentiating \(r_i(t) = a_i e^{-t/m_i}\) gives \(r_i' = -r_i/m_i\), which is the equation of motion, and at \(t=0\) the curve is at \(a\).

```lean
/-- For positive masses, a curve is a steepest-descent path in the isotropic well starting at `a`
exactly when each coordinate decays as `a i * exp (-t / m i)`. -/
theorem isDescentPath_iff {m : ι → ℝ} (hm : ∀ i, 0 < m i) (a : ι → ℝ) (r : ℝ → ι → ℝ) :
    (IsDescentPath m isotropicWell r ∧ r 0 = a) ↔ r = relaxation m a := by
  constructor
  · rintro ⟨h, h0⟩
    funext t i
    -- the coordinate times the growing exponential is conserved
    have hd : ∀ s, HasDerivAt (fun u => r u i * Real.exp (u / m i)) 0 s := by
      intro s
      obtain ⟨v, hv, he⟩ := h s
      have h1 := (hasDerivAt_pi.1 hv) i
      have h2 : HasDerivAt (fun u => Real.exp (u / m i))
          (Real.exp (s / m i) * (1 / m i)) s :=
        ((hasDerivAt_id' s).div_const (m i)).exp
      refine (h1.fun_mul h2).congr_deriv ?_
      have hi := he i
      rw [partial_isotropicWell] at hi
      have hvi : v i = -(r s i) / m i := by
        rw [eq_div_iff (hm i).ne']
        linear_combination hi
      rw [hvi]
      ring
    have hc := is_const_of_deriv_eq_zero (fun s => (hd s).differentiableAt)
      (fun s => (hd s).deriv) t 0
    have hc' : r t i * Real.exp (t / m i) = a i := by simpa [h0] using hc
    have he : t / m i + -t / m i = 0 := by ring
    show r t i = a i * Real.exp (-t / m i)
    rw [← hc', mul_assoc, ← Real.exp_add, he, Real.exp_zero, mul_one]
  · rintro rfl
    refine ⟨fun t => ⟨fun i => -(relaxation m a t i) / m i,
      hasDerivAt_pi.2 fun i => ?_, fun i => ?_⟩, ?_⟩
    · have h2 := (((hasDerivAt_id' t).fun_neg.div_const (m i)).exp).const_mul (a i)
      refine h2.congr_deriv ?_
      simp only [relaxation]
      ring
    · have hi := (hm i).ne'
      rw [partial_isotropicWell]
      show m i * (-(relaxation m a t i) / m i) = -(relaxation m a t i)
      field_simp
    · funext i
      simp [relaxation]
```

Read from right to left, the equivalence says that the exponential curve is a descent path from `a`; read from left to right, it says that there is no other. The comparison is among curves defined on the whole real axis.

In the first half of the proof, `hd` is the statement \(g_i'=0\). Inside it, `hvi` solves the equation of motion for the velocity, which is where a nonzero mass is needed. The line `hc'` is \(g_i(t)=a_i\), and the last `rw` multiplies by the decaying exponential. The second half supplies the velocity \(-r_i/m_i\) explicitly and checks it coordinate by coordinate through `hasDerivAt_pi`.

### From zero derivative to a constant

Uniqueness rests on the Mathlib lemma `is_const_of_deriv_eq_zero`. Given a differentiable function whose derivative vanishes everywhere, it returns the equality of the function's values at any two points, here \(t\) and \(0\). No general uniqueness theorem for differential equations is called on, and so no Lipschitz estimate is required.

The lemma asks for differentiability separately from the vanishing of `deriv`. The reason is that Mathlib sets `deriv` to zero wherever a function has no derivative, so a step function has `deriv` equal to zero everywhere without being constant. The statement `hd` uses `HasDerivAt`, which carries both pieces of information: `(hd s).differentiableAt` provides the first and `(hd s).deriv` the second.

## (d) When the path is on the straight line to the minimum

**Task.** Let all masses be positive, let no coordinate of \(a\) be zero, and let \(r\) be the descent path from \(a\). Fix a single \(t\neq 0\). Show that

\[
r(t) = c\,a \ \text{ for some real } c
\quad\Longleftrightarrow\quad
m_i = m_j \ \text{ for all } i,j .
\]

**Solution.** Suppose that \(r(t)=c\,a\). By (c), \(a_k e^{-t/m_k} = c\,a_k\) for every \(k\). Since \(a_k\neq0\), it cancels, and \(e^{-t/m_k}=c\). Every coordinate has therefore decayed by the same factor. For two labels \(i\) and \(j\), the exponential being injective,

\[
-\frac{t}{m_i} = -\frac{t}{m_j}, \qquad\text{so}\qquad -t\,m_j = -t\,m_i ,
\]

and cancelling \(-t\neq0\) gives \(m_i=m_j\).

Conversely, let all masses be equal. If there are no coordinates at all, any \(c\) will do. Otherwise choose a label \(k\) and set \(c = e^{-t/m_k}\). Then \(r_i(t) = a_i e^{-t/m_i} = c\,a_i\) for every \(i\).

```lean
/-- Take positive masses and a descent path in the isotropic well from a point `a` with no zero
coordinate. At any time `t ≠ 0` the path is on the line through `a` and the origin if and only if
all masses are equal. -/
theorem on_line_iff_equal_masses {m a : ι → ℝ} (hm : ∀ i, 0 < m i) (ha : ∀ i, a i ≠ 0)
    {r : ℝ → ι → ℝ} (h : IsDescentPath m isotropicWell r) (h0 : r 0 = a)
    {t : ℝ} (ht : t ≠ 0) :
    (∃ c : ℝ, r t = c • a) ↔ ∀ i j, m i = m j := by
  have hr := (isDescentPath_iff hm a r).1 ⟨h, h0⟩
  rw [hr]
  constructor
  · rintro ⟨c, hc⟩ i j
    -- on the line, every coordinate has decayed by the same factor
    have key : ∀ k, Real.exp (-t / m k) = c := by
      intro k
      have hk : a k * Real.exp (-t / m k) = c * a k := congrFun hc k
      exact mul_left_cancel₀ (ha k) (by linear_combination hk)
    have he := Real.exp_injective ((key i).trans (key j).symm)
    rw [div_eq_div_iff (hm i).ne' (hm j).ne'] at he
    exact (mul_left_cancel₀ (neg_ne_zero.2 ht) he).symm
  · intro hall
    rcases isEmpty_or_nonempty ι with hι | ⟨⟨k⟩⟩
    · exact ⟨0, Subsingleton.elim _ _⟩
    · refine ⟨Real.exp (-t / m k), ?_⟩
      funext i
      show a i * Real.exp (-t / m i) = Real.exp (-t / m k) * a i
      rw [hall i k, mul_comm]
```

The condition `∃ c : ℝ, r t = c • a` places \(r(t)\) on the line through \(a\) and the origin. The intermediate claim `key` is the common decay factor, `Real.exp_injective` removes the exponentials, and `mul_left_cancel₀` performs the two cancellations. The converse splits off the case without coordinates, as above.

### A start on a coordinate axis

Take two coordinates with masses \((1,2)\) and start at \(a=(1,0)\). The path is \((e^{-t},0)\), which is on the line through \(a\) and the origin at every \(t\), although the masses differ. For the equivalence in (d) it is therefore not enough to assume \(a\neq0\).

## (e) Two metrics, two paths

**Task.** Take two coordinates, \(V=(x^2+y^2)/2\) and the start \((1,1)\). Let \(m>0\) and \(m\neq1\). Show that there is exactly one descent path \(r\) for masses \((1,1)\) and exactly one descent path \(q\) for masses \((1,m)\). Number the coordinates so that \(x\) has index 0 and \(y\) has index 1, and show that

\[
r_1(t)=r_0(t)\ \text{ for all } t,
\qquad
q_1(t)\neq q_0(t)\ \text{ for all } t>0 .
\]

**Solution.** Part (c) gives existence and uniqueness in both cases, with

\[
r(t) = (e^{-t},\,e^{-t}), \qquad q(t) = (e^{-t},\,e^{-t/m}) .
\]

The two coordinates of \(r\) are equal at all times. Suppose that those of \(q\) were equal at some \(t>0\). Then \(e^{-t/m}=e^{-t}\), so \(-t/m=-t\), and hence \(-t = -t\,m\). Cancelling \(-t\) gives \(m=1\), which was excluded.

```lean
/-- In the well `(x² + y²)/2` from the point `(1, 1)`, the descent path `r` with unit masses and
the descent path `q` with masses `(1, m)`, `m > 0`, `m ≠ 1`, both exist and are unique;
`r` stays on the line `y = x`, while `q` is off it at every `t > 0`. -/
theorem descent_path_depends_on_metric {m : ℝ} (hm : 0 < m) (hm1 : m ≠ 1) :
    ∃ r q : ℝ → Fin 2 → ℝ,
      (∀ s, (IsDescentPath ![1, 1] isotropicWell s ∧ s 0 = ![1, 1]) ↔ s = r) ∧
      (∀ s, (IsDescentPath ![1, m] isotropicWell s ∧ s 0 = ![1, 1]) ↔ s = q) ∧
      (∀ t, r t 1 = r t 0) ∧ (∀ t, 0 < t → q t 1 ≠ q t 0) := by
  have p1 : ∀ i, 0 < (![1, 1] : Fin 2 → ℝ) i := by
    intro i
    fin_cases i <;> simp
  have pm : ∀ i, 0 < (![1, m] : Fin 2 → ℝ) i := by
    intro i
    fin_cases i <;> simp [hm]
  refine ⟨relaxation ![1, 1] ![1, 1], relaxation ![1, m] ![1, 1],
    fun s => isDescentPath_iff p1 _ s, fun s => isDescentPath_iff pm _ s,
    fun t => by simp [relaxation], fun t ht h => ?_⟩
  -- equal coordinates would force equal decay rates
  have h1 : 1 * Real.exp (-t / m) = 1 * Real.exp (-t / 1) := h
  rw [one_mul, one_mul] at h1
  have h2 := Real.exp_injective h1
  rw [div_eq_div_iff hm.ne' one_ne_zero] at h2
  exact hm1 (mul_left_cancel₀ (neg_ne_zero.2 ht.ne') h2).symm
```

The lists `![1, 1]` and `![1, m]` in `IsDescentPath` are the masses, while the one in `s 0 = ![1, 1]` is the starting point. Each of the first two clauses says that a curve `s` is a descent path from \((1,1)\) exactly when it is the named curve. The proof takes both curves from the family `relaxation`, gets these clauses from (c), and then repeats the short contradiction above.

The difference between the two paths is geometric and does not come from their parametrisation, because \(q\) visits points that are not on the line \(y=x\) at all. For the start \((1,1)\) and \(m\neq1\), then, descent in Cartesian and in mass-weighted coordinates follows different curves: in this model the potential and the starting point do not by themselves determine the path, and the metric must be given as well.

## (f) The shape of the mass-weighted path

**Task.** For masses \((1,m)\) with \(m>0\), show that the descent path from \((1,1)\) runs along the curve

\[
x = y^m .
\]

**Solution.** By (c), \(x=e^{-t}\) and \(y=e^{-t/m}\). Therefore

\[
y^m = \left(e^{-t/m}\right)^m = e^{-t} = x .
\]

For \(m=1\) this is the straight line of part (e); for \(m=2\) it is the parabola \(x=y^2\).

```lean
/-- With masses `(1, m)`, `m > 0`, every descent path in the well `(x² + y²)/2` from `(1, 1)`
runs along the curve `x = y ^ m`. -/
theorem descent_path_shape {m : ℝ} (hm : 0 < m) {r : ℝ → Fin 2 → ℝ}
    (h : IsDescentPath ![1, m] isotropicWell r) (h0 : r 0 = ![1, 1]) (t : ℝ) :
    r t 0 = (r t 1) ^ m := by
  have pm : ∀ i, 0 < (![1, m] : Fin 2 → ℝ) i := by
    intro i
    fin_cases i <;> simp [hm]
  rw [(isDescentPath_iff pm _ r).1 ⟨h, h0⟩]
  show 1 * Real.exp (-t / 1) = (1 * Real.exp (-t / m)) ^ m
  rw [one_mul, one_mul, ← Real.exp_mul, div_mul_cancel₀ _ hm.ne', div_one]

end

end ReactionPathMetric
```

The exponent `m` is a real number, so `^` is the real power, which here acts on the positive number \(y\). The proof substitutes the formula from (c) and combines the exponents with `Real.exp_mul`.

```lean
#print axioms ReactionPathMetric.isDescentPath_iff
-- 'ReactionPathMetric.isDescentPath_iff' depends on axioms: [propext, Classical.choice, Quot.sound]
#print axioms ReactionPathMetric.on_line_iff_equal_masses
-- 'ReactionPathMetric.on_line_iff_equal_masses' depends on axioms: [propext, Classical.choice, Quot.sound]
#print axioms ReactionPathMetric.descent_path_depends_on_metric
-- 'ReactionPathMetric.descent_path_depends_on_metric' depends on axioms: [propext, Classical.choice, Quot.sound]
#print axioms ReactionPathMetric.descent_path_shape
-- 'ReactionPathMetric.descent_path_shape' depends on axioms: [propext, Classical.choice, Quot.sound]
```
